# As the staggered field vanishes, the linear spin-wave energy of an antiferromagnetic dimer tends to the exact singlet value while the boson number diverges

## The dimer and its symbols

Two spins of length $S>0$, called $\mathbf S_a$ and $\mathbf S_b$, are coupled by an antiferromagnetic exchange $J>0$. A staggered field $h>0$, measured in units of energy, favours $\mathbf S_a$ up and $\mathbf S_b$ down. With $\hbar=1$ the Hamiltonian is

$$H_{\rm spin}=J\,\mathbf S_a\cdot\mathbf S_b-h\,(S_a^z-S_b^z).$$

Bosons $a$ and $b$ count the departures from the up-down state. The linearised Holstein-Primakoff spins are

$$S_a^z=S-a^\dagger a,\quad S_a^+=\sqrt{2S}\,a,\qquad S_b^z=b^\dagger b-S,\quad S_b^+=\sqrt{2S}\,b^\dagger,$$

and $S_a^-$, $S_b^-$ are $\sqrt{2S}\,a^\dagger$, $\sqrt{2S}\,b$. We write

$$A=JS+h,\qquad B=JS,\qquad w=\sqrt{A^2-B^2}=\sqrt{h(2JS+h)}.$$

## From spins to a quadratic Hamiltonian

Inserting the linearised spins and multiplying out gives

$$-JS^2-2hS+A(a^\dagger a+b^\dagger b)+B(ab+a^\dagger b^\dagger)-J\,a^\dagger a\,b^\dagger b.$$

Linear spin-wave theory drops the last term and keeps the rest, which we call $H$. Other interaction terms were lost earlier, when the square roots of the full Holstein-Primakoff map were replaced by $\sqrt{2S}$.

## Normal modes, energy and boson number

Let $\alpha$ and $\beta$ be independent boson modes, and set

$$a=u\alpha-v\beta^\dagger,\qquad b=u\beta-v\alpha^\dagger,\qquad v^2=\tfrac12\left(\tfrac Aw-1\right),\quad u^2=v^2+1,$$

with $u,v\ge0$. Then $[a,a^\dagger]=u^2-v^2=1$, and likewise for $b$. In $[a,b]$ the two contributions $\mp uv$ cancel, so the site operators are again independent bosons.

Put $N=\alpha^\dagger\alpha+\beta^\dagger\beta$ and $P=\alpha\beta+\alpha^\dagger\beta^\dagger$. Normal ordering gives

$$a^\dagger a=u^2\alpha^\dagger\alpha+v^2\beta^\dagger\beta+v^2-uvP,$$

the same with $\alpha$ and $\beta$ exchanged for $b^\dagger b$, and

$$ab+a^\dagger b^\dagger=(u^2+v^2)P-2uv(N+1).$$

The coefficients obey $u^2+v^2=A/w$. Moreover $4u^2v^2=(A/w)^2-1=B^2/w^2$, so $2uv=B/w$. Collecting terms in $H$:

- The coefficient of $N$ is $A(u^2+v^2)-2Buv=(A^2-B^2)/w=w$.
- The coefficient of $P$ is $B(u^2+v^2)-2Auv=0$.
- The added constant is $2Av^2-2Buv=(A^2-B^2)/w-A=w-A$.

Hence $H=E_0+wN$ with $E_0=-JS^2-2hS+w-A$. In the vacuum of $\alpha$ and $\beta$ the energy is $E_0$, and each site holds $v^2=(A/w-1)/2$ bosons.

As $h\to0^+$ we have $w\to0^+$ and $A\to JS$. The energy tends to $-JS^2-JS=-JS(S+1)$, while $v^2$ grows without bound because $A/w$ does.

## The exact singlet value

Write a state of the two spins as a matrix $\psi$ of amplitudes, with rows for the first spin and columns for the second. A component $s_i$ of the first spin acts as $s_i\psi$, and that of the second as $\psi s_i^{T}$. Zero total spin means $\psi s_i^{T}=-s_i\psi$, so

$$J\sum_i s_i\psi s_i^{T}=-J\sum_i s_i^2\,\psi=-JS(S+1)\,\psi.$$

This is the zero-field energy that the spin-wave result approaches.

## Spin one half at small field

For $S=1/2$ the limiting energy is $-3J/4$. A real spin one half can hold at most one Holstein-Primakoff boson, since only one spin flip is available. The spin-wave value $(A/w-1)/2$ reaches one at $A^2=\tfrac98B^2$, that is at $h\approx0.03J$, and exceeds it for smaller fields. In this two-site, non-interacting boson model, a correct energy is therefore no evidence that the ordered reference state is sound.

## What the formal statements say

The operators live in an arbitrary real algebra `R`. The structure `Modes` lists the commutation relations, with `ad` and `bd` for the creators. No adjoint operation is required. `IsVacuum` describes the vacuum through its expectation values: a linear functional `φ` with `φ 1 = 1` that vanishes on any product ending in an annihilator or beginning with a creator. Both are hypotheses of the main theorem. A comment in the file names a model, differentiation and multiplication on polynomials in two variables, without constructing it.

`freq`, `energy` and `bosons` are $w$, $E_0$ and $v^2$. `site` builds a site operator from normal modes, and `modeH` is $H$ with all four site operators so expressed.

The theorem `energy_converges_bosons_diverge` takes $J,S>0$, modes and a vacuum, and has three conclusions. As $h$ tends to zero from above (`𝓝[>] 0`), the expectation of `modeH` tends to $-JS(S+1)$, and the expectations of $a^\dagger a$ and of $b^\dagger b$ both tend to infinity (`atTop`). Here $S$ may be any positive real number. The modes and the functional stay fixed while the site operators vary with $h$.

`singlet_energy` is a separate statement about finite complex matrices. It assumes the value $S(S+1)$ of the squared spin and the vanishing of the total spin on `ψ`, and concludes that exchange multiplies `ψ` by $-JS(S+1)$. It does not say that this is the lowest energy. `singlet_witness` checks the hypotheses for spin one half with the matrix `!![0, 1; -1, 0]`; the normalised singlet is this matrix divided by $\sqrt2$.

## The complete Lean file

```lean
import Mathlib

open Filter Topology Matrix

namespace DimerSpinWave

noncomputable section

variable {R : Type*} [Ring R] [Algebra ℝ R]

/-- Canonical commutation relations of two independent boson modes, with annihilators `a`, `b`
and creators `ad`, `bd`. -/
structure Modes (a ad b bd : R) : Prop where
  aa : a * ad = ad * a + 1
  bb : b * bd = bd * b + 1
  ba : b * a = a * b
  dd : bd * ad = ad * bd
  da : bd * a = a * bd
  bd' : b * ad = ad * b

/-- A normalised expectation functional in which both modes are empty. -/
structure IsVacuum (φ : R →ₗ[ℝ] ℝ) (a ad b bd : R) : Prop where
  one : φ 1 = 1
  a_right : ∀ x, φ (x * a) = 0
  b_right : ∀ x, φ (x * b) = 0
  a_left : ∀ x, φ (ad * x) = 0
  b_left : ∀ x, φ (bd * x) = 0

-- An instance: `∂/∂x`, `x`, `∂/∂y`, `y` acting on real polynomials, with `φ T = (T 1)(0, 0)`.

/-- The quadratic spin-wave Hamiltonian of the dimer with exchange `J`, spin `S` and
staggered field `h`. -/
def dimerH (J S h : ℝ) (a ad b bd : R) : R :=
  (-(J * S ^ 2) - 2 * h * S) • (1 : R) + (J * S + h) • (ad * a + bd * b)
    + (J * S) • (a * b + ad * bd)

/-- The spin-wave frequency `w = √(A² - B²)` with `A = JS + h` and `B = JS`, for `J, S, h > 0`. -/
def freq (J S h : ℝ) : ℝ := √((J * S + h) ^ 2 - (J * S) ^ 2)

/-- The spin-wave zero-point energy `-JS² - 2hS + w - A`, for `J, S, h > 0`. -/
def energy (J S h : ℝ) : ℝ := -(J * S ^ 2) - 2 * h * S + freq J S h - (J * S + h)

/-- The boson number per site `(A/w - 1)/2`, for `J, S, h > 0`. -/
def bosons (J S h : ℝ) : ℝ := ((J * S + h) / freq J S h - 1) / 2

/-- The Bogoliubov combination `u x - v y`. -/
def mix (u v : ℝ) (x y : R) : R := u • x - v • y

/-- A site boson operator built from normal-mode operators, with `v² = (A/w - 1)/2` and
`u² = v² + 1`, for `J, S, h > 0`. -/
def site (J S h : ℝ) (x y : R) : R := mix √(bosons J S h + 1) √(bosons J S h) x y

/-- The dimer Hamiltonian with its site bosons written in normal modes, for `J, S, h > 0`. -/
def modeH (J S h : ℝ) (α αd β βd : R) : R :=
  dimerH J S h (site J S h α βd) (site J S h αd β) (site J S h β αd) (site J S h βd α)

/-- For `S ≥ 0`, the linearised Holstein-Primakoff spins put into the Heisenberg dimer in a
staggered field give the quadratic Hamiltonian minus one quartic term. -/
theorem holstein_primakoff (J S h : ℝ) (hS : 0 ≤ S) (a ad b bd : R) :
    J • ((S • 1 - ad * a) * (bd * b - S • 1)
      + (1 / 2 : ℝ) • ((√(2 * S) • a) * (√(2 * S) • b) + (√(2 * S) • ad) * (√(2 * S) • bd)))
      - h • ((S • 1 - ad * a) - (bd * b - S • 1))
    = dimerH J S h a ad b bd - J • (ad * a * (bd * b)) := by
  have hs : √(2 * S) * √(2 * S) = 2 * S := Real.mul_self_sqrt (by linarith)
  simp only [dimerH, mul_sub, sub_mul, smul_mul_assoc, mul_smul_comm, one_mul, mul_one]
  linear_combination (norm := module) hs • ((J / 2) • (a * b + ad * bd))

/-- A Bogoliubov combination with `u² - v² = 1` preserves the commutation relations. -/
theorem mix_modes {u v : ℝ} (huv : u ^ 2 - v ^ 2 = 1) {α αd β βd : R} (m : Modes α αd β βd) :
    Modes (mix u v α βd) (mix u v αd β) (mix u v β αd) (mix u v βd α) := by
  constructor <;>
    simp only [mix, mul_sub, sub_mul, smul_mul_assoc, mul_smul_comm, m.aa, m.bb, m.ba, m.dd,
      m.da, m.bd']
  · linear_combination (norm := module) huv • (1 : R)
  · linear_combination (norm := module) huv • (1 : R)
  all_goals module

/-- For any real `u`, `v`, put `a = uα - vβd`, `ad = uαd - vβ`, `b = uβ - vαd` and `bd = uβd - vα`.
These are `ad a`, `bd b` and `a b + ad bd` in normal order. -/
theorem mix_products (u v : ℝ) {α αd β βd : R} (m : Modes α αd β βd) :
    mix u v αd β * mix u v α βd = u ^ 2 • (αd * α) + v ^ 2 • (βd * β) + v ^ 2 • (1 : R)
      - (u * v) • (α * β + αd * βd) ∧
    mix u v βd α * mix u v β αd = u ^ 2 • (βd * β) + v ^ 2 • (αd * α) + v ^ 2 • (1 : R)
      - (u * v) • (α * β + αd * βd) ∧
    mix u v α βd * mix u v β αd + mix u v αd β * mix u v βd α =
      (u ^ 2 + v ^ 2) • (α * β + αd * βd) - (2 * (u * v)) • (αd * α + βd * β + 1) := by
  refine ⟨?_, ?_, ?_⟩ <;>
    simp only [mix, mul_sub, sub_mul, smul_mul_assoc, mul_smul_comm, m.aa, m.bb, m.ba, m.dd] <;>
    module

/-- For `J, S, h > 0` the frequency is positive, the boson number is nonnegative, and the
Bogoliubov coefficients satisfy `2uvw = JS`. -/
theorem coefficients {J S h : ℝ} (hJ : 0 < J) (hS : 0 < S) (hh : 0 < h) :
    0 < freq J S h ∧ 0 ≤ bosons J S h ∧
      √(bosons J S h + 1) * √(bosons J S h) * (2 * freq J S h) = J * S := by
  have hB := mul_pos hJ hS
  have hpos : 0 < (J * S + h) ^ 2 - (J * S) ^ 2 := by nlinarith [mul_pos hB hh]
  have hw : 0 < freq J S h := Real.sqrt_pos.mpr hpos
  have hw2 : freq J S h ^ 2 = (J * S + h) ^ 2 - (J * S) ^ 2 := Real.sq_sqrt hpos.le
  have hle : freq J S h ≤ J * S + h :=
    Real.sqrt_le_iff.mpr ⟨by linarith, by nlinarith [sq_nonneg (J * S)]⟩
  have hn : 0 ≤ bosons J S h := by
    have := (one_le_div hw).2 hle
    unfold bosons
    linarith
  refine ⟨hw, hn, ?_⟩
  have hsq : (bosons J S h + 1) * bosons J S h = (J * S / (2 * freq J S h)) ^ 2 := by
    have hB2 : (J * S) ^ 2 = (J * S + h) ^ 2 - freq J S h ^ 2 := by linarith
    rw [div_pow, hB2]
    unfold bosons
    field_simp
    ring
  rw [← Real.sqrt_mul (by linarith), hsq, Real.sqrt_sq (by positivity),
    div_mul_cancel₀ _ (by positivity)]

/-- For `J, S, h > 0` the dimer Hamiltonian is its zero-point energy plus `w` times the number
of normal-mode quanta. -/
theorem diagonalisation {J S h : ℝ} (hJ : 0 < J) (hS : 0 < S) (hh : 0 < h)
    {α αd β βd : R} (m : Modes α αd β βd) :
    modeH J S h α αd β βd = energy J S h • (1 : R) + freq J S h • (αd * α + βd * β) := by
  obtain ⟨hw, hn, hq⟩ := coefficients hJ hS hh
  have hw2 : freq J S h ^ 2 = (J * S + h) ^ 2 - (J * S) ^ 2 :=
    Real.sq_sqrt (by nlinarith [mul_pos (mul_pos hJ hS) hh])
  have hu := Real.sq_sqrt (show 0 ≤ bosons J S h + 1 by linarith)
  have hv := Real.sq_sqrt hn
  have hb : bosons J S h = ((J * S + h) / freq J S h - 1) / 2 := rfl
  have hc := div_mul_cancel₀ (J * S + h) hw.ne'
  unfold modeH dimerH site energy
  generalize √(bosons J S h + 1) = u at *
  generalize √(bosons J S h) = v at *
  obtain ⟨e1, e2, e3⟩ := mix_products u v m
  have hp : (u ^ 2 + v ^ 2) * freq J S h = J * S + h := by
    rw [hu, hv, hb]
    linear_combination hc
  -- the diagonal coefficient is `w`, the pair coefficient vanishes
  have h1 : (J * S + h) * (u ^ 2 + v ^ 2) - J * S * (2 * (u * v)) = freq J S h :=
    mul_right_cancel₀ hw.ne' (by linear_combination (J * S + h) * hp - J * S * hq - hw2)
  have h2 : J * S * (u ^ 2 + v ^ 2) - (J * S + h) * (2 * (u * v)) = 0 :=
    mul_right_cancel₀ hw.ne' (by linear_combination J * S * hp - (J * S + h) * hq)
  have h3 : (J * S + h) * (2 * v ^ 2) - J * S * (2 * (u * v)) = freq J S h - (J * S + h) := by
    linear_combination h1 - (J * S + h) * (hu - hv)
  rw [e1, e2, e3]
  linear_combination (norm := module)
    h1 • (αd * α + βd * β) + h2 • (α * β + αd * βd) + h3 • (1 : R)

/-- For `J, S > 0`, as the staggered field tends to zero from above, the vacuum energy of the
spin-wave dimer tends to `-JS(S+1)` while the boson number on each site diverges. -/
theorem energy_converges_bosons_diverge {J S : ℝ} (hJ : 0 < J) (hS : 0 < S)
    {α αd β βd : R} (m : Modes α αd β βd) {φ : R →ₗ[ℝ] ℝ} (hφ : IsVacuum φ α αd β βd) :
    Tendsto (fun h => φ (modeH J S h α αd β βd)) (𝓝[>] 0) (𝓝 (-(J * S * (S + 1)))) ∧
    Tendsto (fun h => φ (site J S h αd β * site J S h α βd)) (𝓝[>] 0) atTop ∧
    Tendsto (fun h => φ (site J S h βd α * site J S h β αd)) (𝓝[>] 0) atTop := by
  -- `w` tends to zero from above while `A` tends to `JS > 0`
  have hw : Tendsto (freq J S) (𝓝[>] 0) (𝓝[>] 0) := by
    have hc : Continuous (freq J S) := by
      unfold freq
      fun_prop
    have h0 : freq J S 0 = 0 := by simp [freq]
    have t := hc.tendsto 0
    rw [h0] at t
    refine tendsto_nhdsWithin_iff.mpr ⟨t.mono_left nhdsWithin_le_nhds, ?_⟩
    filter_upwards [self_mem_nhdsWithin] with h hh using (coefficients hJ hS hh).1
  have hA : Tendsto (fun h : ℝ => J * S + h) (𝓝[>] 0) (𝓝 (J * S)) := by
    have hc : Continuous fun h : ℝ => J * S + h := by fun_prop
    have t := hc.tendsto 0
    simp only [add_zero] at t
    exact t.mono_left nhdsWithin_le_nhds
  have hdiv : Tendsto (bosons J S) (𝓝[>] 0) atTop :=
    ((tendsto_atTop_add_const_right _ (-1) (hA.pos_mul_atTop (mul_pos hJ hS)
      (tendsto_inv_nhdsGT_zero.comp hw))).atTop_div_const two_pos).congr fun h => by
        simp [bosons, div_eq_mul_inv, sub_eq_add_neg]
  refine ⟨?_, hdiv.congr' ?_, hdiv.congr' ?_⟩
  · have hc : Continuous (energy J S) := by
      unfold energy freq
      fun_prop
    have h0 : energy J S 0 = -(J * S * (S + 1)) := by
      simp only [energy, freq, add_zero, sub_self, Real.sqrt_zero]
      ring
    rw [← h0]
    refine ((hc.tendsto 0).mono_left nhdsWithin_le_nhds).congr' ?_
    filter_upwards [self_mem_nhdsWithin] with h hh
    rw [diagonalisation hJ hS hh m]
    simp [hφ.one, hφ.a_right, hφ.b_right]
  · filter_upwards [self_mem_nhdsWithin] with h hh
    rw [site, site, (mix_products _ _ m).1]
    simp [hφ.one, hφ.a_right, hφ.b_right, hφ.a_left, Real.sq_sqrt (coefficients hJ hS hh).2.1]
  · filter_upwards [self_mem_nhdsWithin] with h hh
    rw [site, site, (mix_products _ _ m).2.1]
    simp [hφ.one, hφ.a_right, hφ.b_right, hφ.a_left, Real.sq_sqrt (coefficients hJ hS hh).2.1]

/-- Let `ψ` be the amplitude matrix of two spins, the first acting on rows and the second on
columns. If the squared spin is `S(S+1)` and the total spin annihilates `ψ`, then Heisenberg
exchange multiplies `ψ` by `-JS(S+1)`. -/
theorem singlet_energy {n : Type*} [Fintype n] [DecidableEq n] (J S : ℝ)
    (s : Fin 3 → Matrix n n ℂ) (ψ : Matrix n n ℂ)
    (hC : ∑ i, s i * s i = ((S * (S + 1) : ℝ) : ℂ) • (1 : Matrix n n ℂ))
    (h0 : ∀ i, s i * ψ + ψ * (s i)ᵀ = 0) :
    (J : ℂ) • ∑ i, s i * ψ * (s i)ᵀ = ((-(J * S * (S + 1)) : ℝ) : ℂ) • ψ := by
  -- on a singlet the second spin is minus the first
  have key : ∀ i, s i * ψ * (s i)ᵀ = -(s i * s i * ψ) := fun i => by
    rw [mul_assoc, eq_neg_of_add_eq_zero_right (h0 i), mul_neg, mul_assoc]
  simp only [key, Finset.sum_neg_distrib, ← Finset.sum_mul, hC, smul_mul_assoc, one_mul]
  push_cast
  module

/-- The spin-1/2 matrices. -/
def spinHalf : Fin 3 → Matrix (Fin 2) (Fin 2) ℂ :=
  ![!![0, 1 / 2; 1 / 2, 0], !![0, -(Complex.I / 2); Complex.I / 2, 0], !![1 / 2, 0; 0, -(1 / 2)]]

/-- The spin-1/2 matrices and the antisymmetric amplitude matrix meet the hypotheses of
`singlet_energy` with `S = 1/2`. -/
theorem singlet_witness :
    ∑ i, spinHalf i * spinHalf i
      = (((1 / 2) * (1 / 2 + 1) : ℝ) : ℂ) • (1 : Matrix (Fin 2) (Fin 2) ℂ) ∧
    ∀ i, spinHalf i * !![0, 1; -1, 0] + !![0, 1; -1, 0] * (spinHalf i)ᵀ = 0 := by
  constructor
  · rw [Fin.sum_univ_three]
    ext i j
    fin_cases i <;> fin_cases j <;>
      simp [spinHalf, Complex.ext_iff] <;> norm_num
  · intro k
    ext i j
    rw [Matrix.add_apply, Matrix.mul_apply, Matrix.mul_apply, Fin.sum_univ_two, Fin.sum_univ_two]
    fin_cases k <;> fin_cases i <;> fin_cases j <;> simp [spinHalf]

end

end DimerSpinWave
```

```lean
#print axioms DimerSpinWave.holstein_primakoff
#print axioms DimerSpinWave.mix_modes
#print axioms DimerSpinWave.energy_converges_bosons_diverge
#print axioms DimerSpinWave.singlet_energy
```

```
'DimerSpinWave.holstein_primakoff' depends on axioms: [propext, Classical.choice, Quot.sound]
'DimerSpinWave.mix_modes' depends on axioms: [propext, Classical.choice, Quot.sound]
'DimerSpinWave.energy_converges_bosons_diverge' depends on axioms: [propext, Classical.choice, Quot.sound]
'DimerSpinWave.singlet_energy' depends on axioms: [propext, Classical.choice, Quot.sound]
```

## How the lemmas fit together

`holstein_primakoff` is the expansion of the spin Hamiltonian. It needs only $(\sqrt{2S})^2=2S$ and no commutation relations. `mix_modes` shows that the site operators are bosons whenever $u^2-v^2=1$, and `mix_products` contains the three normal-ordered products.

`coefficients` supplies the facts about square roots: $w>0$, $v^2\ge0$ and $2uvw=B$. The last follows by writing $u^2v^2$ as the square of $B/(2w)$ and taking the nonnegative root.

In `diagonalisation` the two roots are first replaced by the letters `u` and `v`. The equations `h1`, `h2` and `h3` are then the three collected coefficients above, those of $N$, of $P$ and of the identity. The first two are proved after multiplication by $w$, which is cancelled because it is nonzero.

For the limits, `hw` says that $w$ tends to zero through positive values, and `hA` that $A$ tends to $JS$. A positive limit times $1/w\to\infty$ diverges, which gives `hdiv`. The energy limit is continuity of `energy` at $h=0$. In each case `filter_upwards` restricts attention to $h>0$, where the expectation value equals the closed formula; the vacuum rules remove every term except the constant.

`singlet_energy` follows the matrix calculation directly: `key` replaces the second spin by minus the first, and `hC` evaluates the sum of squares.

## Linear algebra with operators as vectors

The tactic `ring` is made for commutative rings, whereas boson operators do not commute. The file therefore separates the two kinds of algebra. The commutation relations are used first, to bring products into normal order. After that, expressions such as `αd * α` and `α * β` can be treated as vectors with real coefficients.

The command `linear_combination (norm := module)` finishes the calculation at that level. A term such as `h2 • (α * β + αd * βd)` multiplies a scalar equation by an operator, giving an equation between operators. The tactic subtracts the supplied combination from the goal, and `module` checks that what remains is an identity of vector-space algebra. At the end of `diagonalisation`, three scalar equations thus become one operator equation, just as one compares the coefficients of $N$, $P$ and $1$ by hand.
